# A finite Gaussian expansion that is nonzero at the nucleus has no cusp there, and its local energy keeps the full Coulomb singularity

An electron close to a point nucleus of charge $Z$ feels the potential $-Z/r$ (atomic units), which is unbounded as the distance $r$ goes to zero. In the exact ground state $e^{-Zr}$ of the one-electron atom, the kinetic contribution diverges with the opposite sign, and the local energy is $-Z^2/2$ at every $r$. The cancellation comes from the kink of $e^{-Zr}$ at the origin, expressed by the nuclear cusp condition $\psi'(0)=-Z\,\psi(0)$. What happens to it when the orbital is a finite sum of Gaussians, which are smooth at the nucleus?

The question matters in variational Monte Carlo, where the local energy is evaluated at sampled positions. It is treated here for one electron, one fixed point nucleus and s-type Gaussians centred on it.

## The expansion and its local energy

Let $i$ run over a finite index set, with real coefficients $c_i$ and exponents $a_i$, and put

$$\psi(r)=\sum_i c_i e^{-a_i r^2},\qquad C=\sum_i c_i,\qquad S=\sum_i c_i a_i .$$

Thus $\psi(0)=C$. A bound-state basis has $a_i>0$, but the derivations below do not use this, and the theorems allow all real $a_i$. The Gaussians are unnormalised: if $d_i$ multiplies a normalised s-type Gaussian, then $c_i=d_i(2a_i/\pi)^{3/4}$. An overall factor in $\psi$ cancels from the local energy.

```lean
import Mathlib

open Filter Topology

namespace GaussianNuclearCusp

noncomputable section

variable {ι : Type*} [Fintype ι]
```

In the code, `ι` is the index set and `gaussianSum c a` is $\psi$, defined on the whole real line as an even function of $r$.

```lean
/-- The radial function `ψ(r) = ∑ cᵢ exp(-aᵢ r²)`, a finite expansion in s-type Gaussians. -/
def gaussianSum (c a : ι → ℝ) (r : ℝ) : ℝ :=
  ∑ i, c i * Real.exp (-a i * r ^ 2)
```

For a spherically symmetric function the Laplacian is $\psi''+2\psi'/r$. It is defined for any radial function through its derivatives, with nothing about Gaussians built in.

```lean
/-- The Laplacian `ψ'' + 2ψ'/r` of a spherically symmetric function, for `r ≠ 0`. -/
def radialLaplacian (ψ : ℝ → ℝ) (r : ℝ) : ℝ :=
  deriv (deriv ψ) r + 2 * deriv ψ r / r
```

The local energy is

$$E(r)=-\frac{\psi''(r)+2\psi'(r)/r}{2\psi(r)}-\frac Zr .$$

```lean
/-- The local energy `-(ψ'' + 2ψ'/r)/(2ψ) - Z/r` of an electron in the field of a nucleus of
charge `Z`, in atomic units, for `r ≠ 0` and `ψ(r) ≠ 0`. -/
def localEnergy (Z : ℝ) (ψ : ℝ → ℝ) (r : ℝ) : ℝ :=
  -radialLaplacian ψ r / (2 * ψ r) - Z / r
```

## (a) Slope of one Gaussian

**Task.** For real $b$, show that

$$\frac{d}{dr}e^{-br^2}=-2br\,e^{-br^2}.$$

**Solution.** The exponent $-br^2$ has derivative $-2br$, and the chain rule multiplies this by the exponential.

`HasDerivAt f f' r` says that $f$ is differentiable at $r$ with derivative $f'$. In the proof, `h` differentiates the exponent and `h.exp` applies the chain rule.

```lean
/-- The derivative of a single Gaussian `exp(-b r²)` is `-2 b r exp(-b r²)`. -/
theorem hasDerivAt_gaussian (b r : ℝ) :
    HasDerivAt (fun x : ℝ => Real.exp (-b * x ^ 2))
      (-2 * b * r * Real.exp (-b * r ^ 2)) r := by
  have h : HasDerivAt (fun x : ℝ => -b * x ^ 2) (-b * (2 * r)) r :=
    ((hasDerivAt_pow 2 r).const_mul (-b)).congr_deriv (by norm_num)
  exact h.exp.congr_deriv (by ring)
```

## (b) Slope of the expansion

**Task.** Show that

$$\psi'(r)=\sum_i c_i(-2a_i)\,r\,e^{-a_i r^2}.$$

**Solution.** The sum is finite, so it may be differentiated term by term. Multiply the result of (a), with $b=a_i$, by $c_i$ and add.

Lean's `deriv` returns $0$ where a function has no derivative. Here the value is a true slope, because the proof first establishes `HasDerivAt` for the whole sum.

```lean
/-- The slope of a Gaussian expansion is `∑ cᵢ (-2aᵢ) r exp(-aᵢ r²)`. -/
theorem deriv_gaussianSum (c a : ι → ℝ) (r : ℝ) :
    deriv (gaussianSum c a) r =
      ∑ i, c i * (-2 * a i) * (r * Real.exp (-a i * r ^ 2)) := by
  have h : ∀ i ∈ (Finset.univ : Finset ι),
      HasDerivAt (fun x : ℝ => c i * Real.exp (-a i * x ^ 2))
        (c i * (-2 * a i) * (r * Real.exp (-a i * r ^ 2))) r := fun i _ =>
    ((hasDerivAt_gaussian (a i) r).const_mul (c i)).congr_deriv (by ring)
  have hs := HasDerivAt.fun_sum h
  exact hs.deriv
```

## (c) The cusp condition

**Task.** Show that

$$\psi'(0)=0,$$

and that, if $C\neq0$, the condition $\psi'(0)=-Z\psi(0)$ holds exactly when $Z=0$.

**Solution.** Every term in (b) carries a factor $r$, so the slope vanishes at $r=0$. The cusp condition then reads $0=-ZC$. Since $C\ne0$, this is equivalent to $Z=0$.

The derivative is two-sided, so the slope taken from $r>0$ is zero as well. The first statement needs no hypothesis on the coefficients; in the code, $C\ne0$ is required only for the equivalence. The proof rewrites $\psi'(0)$ and $\psi(0)$ by `h0` and `hv`, then cancels the nonzero factor.

```lean
/-- A Gaussian expansion satisfies the nuclear cusp condition `ψ'(0) = -Z ψ(0)` only for `Z = 0`,
provided its value `∑ cᵢ` at the nucleus is nonzero; its slope there is always zero. -/
theorem no_cusp (c a : ι → ℝ) :
    deriv (gaussianSum c a) 0 = 0 ∧
      (∑ i, c i ≠ 0 → ∀ Z : ℝ,
        (deriv (gaussianSum c a) 0 = -Z * gaussianSum c a 0 ↔ Z = 0)) := by
  have h0 : deriv (gaussianSum c a) 0 = 0 := by
    rw [deriv_gaussianSum]
    simp
  refine ⟨h0, fun hc Z => ?_⟩
  have hv : gaussianSum c a 0 = ∑ i, c i := by simp [gaussianSum]
  rw [h0, hv]
  constructor
  · intro h
    have h' : Z * ∑ i, c i = 0 := by linarith
    exact (mul_eq_zero.mp h').resolve_right hc
  · intro h
    rw [h]
    ring
```

## (d) The Laplacian away from the nucleus

**Task.** For $r\ne0$, show that

$$\psi''+\frac{2\psi'}r=\sum_i c_i\,(4a_i^2r^2-6a_i)\,e^{-a_ir^2}.$$

**Solution.** By the product rule,

$$\frac{d}{dr}\left(r e^{-a_ir^2}\right)=(1-2a_ir^2)\,e^{-a_ir^2}.$$

Multiplying by $-2a_ic_i$ and summing gives

$$\psi''=\sum_i c_i(4a_i^2r^2-2a_i)e^{-a_ir^2}.$$

In $2\psi'/r$ the factor $r$ cancels, leaving $\sum_i(-4a_ic_i)e^{-a_ir^2}$. The two sums add up to the stated one.

In the proof, `h` is the second differentiation of each term and `hq` is the cancellation of $r$.

```lean
/-- Away from the nucleus the Laplacian of a Gaussian expansion is
`∑ cᵢ (4aᵢ² r² - 6aᵢ) exp(-aᵢ r²)`. -/
theorem radialLaplacian_gaussianSum (c a : ι → ℝ) {r : ℝ} (hr : r ≠ 0) :
    radialLaplacian (gaussianSum c a) r =
      ∑ i, c i * (4 * a i ^ 2 * r ^ 2 - 6 * a i) * Real.exp (-a i * r ^ 2) := by
  have hfun : deriv (gaussianSum c a) =
      fun x => ∑ i, c i * (-2 * a i) * (x * Real.exp (-a i * x ^ 2)) :=
    funext (deriv_gaussianSum c a)
  -- differentiate the slope once more, term by term
  have h : ∀ i ∈ (Finset.univ : Finset ι),
      HasDerivAt (fun x : ℝ => c i * (-2 * a i) * (x * Real.exp (-a i * x ^ 2)))
        (c i * (4 * a i ^ 2 * r ^ 2 - 2 * a i) * Real.exp (-a i * r ^ 2)) r := fun i _ =>
    (((hasDerivAt_id' r).fun_mul (hasDerivAt_gaussian (a i) r)).const_mul
      (c i * (-2 * a i))).congr_deriv (by ring)
  have hs := (HasDerivAt.fun_sum h).deriv
  unfold radialLaplacian
  rw [hfun, hs, Finset.mul_sum, Finset.sum_div, ← Finset.sum_add_distrib]
  refine Finset.sum_congr rfl fun i _ => ?_
  have hq : 2 * (c i * (-2 * a i) * (r * Real.exp (-a i * r ^ 2))) / r =
      -4 * c i * a i * Real.exp (-a i * r ^ 2) := by
    rw [div_eq_iff hr]
    ring
  rw [hq]
  ring
```

## (e) The Laplacian at the nucleus

**Task.** Show that

$$\lim_{r\to0^+}\left(\psi''+\frac{2\psi'}r\right)=-6S.$$

**Solution.** The right-hand side of (d) is continuous in $r$, also at $r=0$. Its value there is $\sum_i c_i(-6a_i)=-6S$.

`Tendsto f (𝓝[>] 0) (𝓝 L)` means that $f(r)\to L$ as $r\to0$ from above. The proof takes the limit of the continuous formula, then transfers it to the Laplacian, with which the formula agrees for all $r>0$.

```lean
/-- At the nucleus the Laplacian of a Gaussian expansion has the finite limit `-6 ∑ cᵢ aᵢ`. -/
theorem tendsto_radialLaplacian (c a : ι → ℝ) :
    Tendsto (radialLaplacian (gaussianSum c a)) (𝓝[>] 0) (𝓝 (-6 * ∑ i, c i * a i)) := by
  have hc : Continuous (fun r : ℝ =>
      ∑ i, c i * (4 * a i ^ 2 * r ^ 2 - 6 * a i) * Real.exp (-a i * r ^ 2)) :=
    continuous_finsetSum _ fun i _ => by fun_prop
  have h0 : ∑ i, c i * (4 * a i ^ 2 * (0 : ℝ) ^ 2 - 6 * a i) * Real.exp (-a i * (0 : ℝ) ^ 2) =
      -6 * ∑ i, c i * a i := by
    rw [Finset.mul_sum]
    refine Finset.sum_congr rfl fun i _ => ?_
    have he : Real.exp (-a i * (0 : ℝ) ^ 2) = 1 := by simp
    rw [he]
    ring
  rw [← h0]
  refine ((hc.tendsto 0).mono_left nhdsWithin_le_nhds).congr' ?_
  filter_upwards [self_mem_nhdsWithin] with r hr
  have hr' : 0 < r := hr
  exact (radialLaplacian_gaussianSum c a hr'.ne').symm
```

## (f) The kinetic part stays finite

**Task.** If $C\ne0$, show that

$$\lim_{r\to0^+}\left(E(r)+\frac Zr\right)=\frac{3S}{C}.$$

**Solution.** Adding $Z/r$ removes the potential and leaves $-(\psi''+2\psi'/r)/(2\psi)$. The numerator tends to $6S$ by (e), and the denominator tends to $2C\ne0$ by continuity. The quotient tends to $6S/(2C)=3S/C$.

The hypothesis `hc` is $C\ne0$. It gives `h2`, the nonzero limit of the denominator that the quotient rule for limits requires.

```lean
/-- If `∑ cᵢ ≠ 0`, the kinetic part `E(r) + Z/r` of the local energy tends to the finite value
`3 ∑ cᵢ aᵢ / ∑ cᵢ` at the nucleus. -/
theorem tendsto_kinetic_part (c a : ι → ℝ) (Z : ℝ) (hc : ∑ i, c i ≠ 0) :
    Tendsto (fun r => localEnergy Z (gaussianSum c a) r + Z / r) (𝓝[>] 0)
      (𝓝 (3 * (∑ i, c i * a i) / ∑ i, c i)) := by
  have hcont : Continuous (gaussianSum c a) :=
    continuous_finsetSum _ fun i _ => by fun_prop
  have hv : gaussianSum c a 0 = ∑ i, c i := by simp [gaussianSum]
  have hψ : Tendsto (gaussianSum c a) (𝓝[>] 0) (𝓝 (∑ i, c i)) := by
    rw [← hv]
    exact (hcont.tendsto 0).mono_left nhdsWithin_le_nhds
  have h2 : 2 * ∑ i, c i ≠ 0 := mul_ne_zero two_ne_zero hc
  have hlim : 3 * (∑ i, c i * a i) / ∑ i, c i =
      -(-6 * ∑ i, c i * a i) / (2 * ∑ i, c i) := by
    rw [div_eq_div_iff hc h2]
    ring
  rw [hlim]
  refine ((tendsto_radialLaplacian c a).neg.div (hψ.const_mul 2) h2).congr fun r => ?_
  simp [localEnergy]
```

## (g) The strength of the singularity

**Task.** If $C\neq 0$, show that

$$\lim_{r\to0^+} r\,E(r)=-Z.$$

**Solution.** For $r>0$,

$$rE(r)=r\left(E(r)+\frac Zr\right)-Z .$$

The bracket has a finite limit by (f), so its product with $r$ tends to zero and $-Z$ remains.

For a numerical instance, take the single Gaussian $\psi=e^{-r^2}$ with $Z=1$. By (d), $E(r)=3-2r^2-1/r$, so $rE(r)=3r-2r^3-1$. At $r=0.1$ this is $-0.702$, and at $r=0.01$ it is $-0.970002$. The local energies themselves are $-7.02$ and $-97.0002$, whereas the exact hydrogen ground state has $-0.5$ at both points.

The Lean proof multiplies the limit of (f) by $r\to0$, subtracts $Z$, and identifies the result with $rE(r)$ for $r>0$.

```lean
/-- If `∑ cᵢ ≠ 0`, the local energy of a Gaussian expansion keeps the whole Coulomb singularity
of the nucleus: `r E(r)` tends to `-Z` as `r` tends to `0` from above. -/
theorem tendsto_mul_localEnergy (c a : ι → ℝ) (Z : ℝ) (hc : ∑ i, c i ≠ 0) :
    Tendsto (fun r => r * localEnergy Z (gaussianSum c a) r) (𝓝[>] 0) (𝓝 (-Z)) := by
  have hid : Tendsto (fun r : ℝ => r) (𝓝[>] 0) (𝓝 0) :=
    tendsto_id.mono_left nhdsWithin_le_nhds
  -- the bounded kinetic part is suppressed by the factor r
  have h := (hid.mul (tendsto_kinetic_part c a Z hc)).sub_const Z
  rw [zero_mul, zero_sub] at h
  refine h.congr' ?_
  filter_upwards [self_mem_nhdsWithin] with r hr
  have hr' : 0 < r := hr
  have hz : r * (Z / r) = Z := mul_div_cancel₀ Z hr'.ne'
  rw [mul_add, hz]
  ring
```

## (h) The local energy itself

**Task.** If $Z>0$ and $C\ne0$, show that

$$E(r)\to-\infty\qquad(r\to0^+).$$

**Solution.** Write $E(r)=\bigl(rE(r)\bigr)\cdot\frac1r$. The first factor tends to $-Z<0$ by (g), and the second grows without bound.

`atBot` stands for $-\infty$, and `neg_mul_atTop` is the rule for a product of a negative limit with a factor tending to $+\infty$.

```lean
/-- For a nucleus of charge `Z > 0` and `∑ cᵢ ≠ 0`, the local energy of a Gaussian expansion
falls to `-∞` at the nucleus. -/
theorem tendsto_localEnergy_atBot (c a : ι → ℝ) {Z : ℝ} (hZ : 0 < Z) (hc : ∑ i, c i ≠ 0) :
    Tendsto (localEnergy Z (gaussianSum c a)) (𝓝[>] 0) atBot := by
  have h := (tendsto_mul_localEnergy c a Z hc).neg_mul_atTop (neg_lt_zero.mpr hZ)
    tendsto_inv_nhdsGT_zero
  refine h.congr' ?_
  filter_upwards [self_mem_nhdsWithin] with r hr
  have hr' : 0 < r := hr
  rw [mul_comm r, mul_assoc, mul_inv_cancel₀ hr'.ne', mul_one]
```

## (i) A node at the nucleus

**Task.** If $C=0$ but $S\ne0$, show that for every $Z$

$$\lim_{r\to0^+}r^2E(r)=-3.$$

**Solution.** Put $t=r^2$ and $g(t)=\sum_i c_ie^{-a_it}$, so that $\psi(r)=g(r^2)$. Then $g(0)=C=0$ and $g'(0)=-S$, which gives $\psi(r)/r^2\to-S$. Now

$$r^2E(r)=-\frac{\psi''+2\psi'/r}{2\,\psi/r^2}-Zr\;\longrightarrow\;\frac{6S}{-2S}-0=-3 .$$

This shows what fails in (g) without $C\ne0$. Take $\psi=e^{-r^2}-e^{-2r^2}$, with $C=0$ and $S=-1$. Near the nucleus $\psi\approx r^2$, whose Laplacian is $6$, so $E\approx-3/r^2$ to leading order. Hence $rE(r)$ tends to $-\infty$ and not to $-Z$. The divergence now comes from the node and is present even for $Z=0$.

In the proof, `hg` is the derivative of $g$ at $0$, `hsq` says that $r^2$ approaches $0$ through nonzero values, and `hψ` combines them into the limit of $\psi/r^2$. The remaining lines are the algebra of the displayed formula.

The results in (a) to (i) describe a fixed finite expansion point by point. They do not address averages of $E$, expansions of growing length, several electrons, or Gaussians centred elsewhere.

```lean
/-- If `∑ cᵢ = 0` but `∑ cᵢ aᵢ ≠ 0`, the local energy diverges to second order:
`r² E(r)` tends to `-3` at the nucleus, whatever the charge `Z`. -/
theorem tendsto_sq_mul_localEnergy_of_node (c a : ι → ℝ) (Z : ℝ)
    (hc : ∑ i, c i = 0) (hS : ∑ i, c i * a i ≠ 0) :
    Tendsto (fun r => r ^ 2 * localEnergy Z (gaussianSum c a) r) (𝓝[>] 0) (𝓝 (-3)) := by
  have hid : Tendsto (fun r : ℝ => r) (𝓝[>] 0) (𝓝 0) :=
    tendsto_id.mono_left nhdsWithin_le_nhds
  -- as a function of t = r², the expansion has slope -∑ cᵢ aᵢ at t = 0
  have hterm : ∀ i ∈ (Finset.univ : Finset ι),
      HasDerivAt (fun t : ℝ => c i * Real.exp (-a i * t)) (-(c i * a i)) 0 := fun i _ =>
    (((hasDerivAt_id' (0 : ℝ)).const_mul (-a i)).exp.const_mul (c i)).congr_deriv (by simp)
  have hg : HasDerivAt (fun t : ℝ => ∑ i, c i * Real.exp (-a i * t))
      (-∑ i, c i * a i) 0 :=
    (HasDerivAt.fun_sum hterm).congr_deriv (by simp)
  have hsq : Tendsto (fun r : ℝ => r ^ 2) (𝓝[>] 0) (𝓝[≠] 0) := by
    refine tendsto_nhdsWithin_iff.mpr ⟨?_, ?_⟩
    · have h := hid.pow 2
      rwa [zero_pow two_ne_zero] at h
    · filter_upwards [self_mem_nhdsWithin] with r hr
      have hr' : 0 < r := hr
      exact pow_ne_zero 2 hr'.ne'
  have hψ : Tendsto (fun r => gaussianSum c a r / r ^ 2) (𝓝[>] 0)
      (𝓝 (-∑ i, c i * a i)) := by
    refine ((hasDerivAt_iff_tendsto_slope_zero.mp hg).comp hsq).congr fun r => ?_
    simp [gaussianSum, hc, div_eq_inv_mul]
  have h2 : 2 * (-∑ i, c i * a i) ≠ 0 := mul_ne_zero two_ne_zero (neg_ne_zero.mpr hS)
  have hlim : -(-6 * ∑ i, c i * a i) / (2 * (-∑ i, c i * a i)) - Z * 0 = -3 := by
    rw [mul_zero, sub_zero, div_eq_iff h2]
    ring
  rw [← hlim]
  refine (((tendsto_radialLaplacian c a).neg.div (hψ.const_mul 2) h2).sub
    (hid.const_mul Z)).congr' ?_
  filter_upwards [self_mem_nhdsWithin] with r hr
  have hr' : 0 < r := hr
  have hz : r ^ 2 * (Z / r) = Z * r := by
    rw [← mul_div_assoc, div_eq_iff hr'.ne']
    ring
  have hd : 2 * (gaussianSum c a r / r ^ 2) = 2 * gaussianSum c a r / r ^ 2 := by ring
  change -radialLaplacian (gaussianSum c a) r / (2 * (gaussianSum c a r / r ^ 2)) - Z * r =
    r ^ 2 * (-radialLaplacian (gaussianSum c a) r / (2 * gaussianSum c a r) - Z / r)
  rw [mul_sub, hz, hd, div_div_eq_mul_div]
  ring

end

end GaussianNuclearCusp
```

```lean
#print axioms GaussianNuclearCusp.no_cusp
#print axioms GaussianNuclearCusp.tendsto_mul_localEnergy
#print axioms GaussianNuclearCusp.tendsto_localEnergy_atBot
#print axioms GaussianNuclearCusp.tendsto_sq_mul_localEnergy_of_node
```

```
'GaussianNuclearCusp.no_cusp' depends on axioms: [propext, Classical.choice, Quot.sound]
'GaussianNuclearCusp.tendsto_mul_localEnergy' depends on axioms: [propext, Classical.choice, Quot.sound]
'GaussianNuclearCusp.tendsto_localEnergy_atBot' depends on axioms: [propext, Classical.choice, Quot.sound]
'GaussianNuclearCusp.tendsto_sq_mul_localEnergy_of_node' depends on axioms: [propext, Classical.choice, Quot.sound]
```
